# The Hylleraas volume element π² u (s² − t²) for two-electron integrals

Write a helium matrix element in the two radii r1, r2 and the cosine x of the angle between the electrons, and every odd power of the interelectronic distance u brings a square root into the integrand. The repulsion 1/u is also singular where r1 = r2 and x = 1. Taking u itself as a coordinate removes the root, but if the weight is not changed along with the variable, distances are counted wrongly and the computed energy is in general wrong.

The correct weights are derived below for integrands that depend only on r1, r2 and u, as they do for S states built from such functions. Integrating out the overall orientation of the two position vectors leaves

d³r1 d³r2 → 8π² r1² r2² dr1 dr2 dx,

where 4π comes from the direction of the first electron and 2π from the azimuth of the second about it. This reduction from six dimensions to three is the starting point and is not itself formalised.

```lean
import Mathlib

open MeasureTheory Set
open scoped Real

namespace HylleraasCoordinates

noncomputable section
```

## Distance and angle at fixed radii

The law of cosines gives the distance as a function of x:

u = √(r1² + r2² − 2 r1 r2 x).

```lean
/-- The interelectronic distance for electrons at radii `r1`, `r2` whose position vectors
enclose an angle with cosine `x`. -/
def interDist (r1 r2 x : ℝ) : ℝ := √(r1 ^ 2 + r2 ^ 2 - 2 * r1 * r2 * x)
```

Solved for the cosine, it reads

x = (r1² + r2² − u²) / (2 r1 r2).

```lean
/-- The cosine of the angle between the electrons as a function of their distance `u`,
for nonzero radii `r1`, `r2`. -/
def cosAngle (r1 r2 u : ℝ) : ℝ := (r1 ^ 2 + r2 ^ 2 - u ^ 2) / (2 * r1 * r2)
```

Three lengths r1, r2, u can be the sides of a triangle, possibly a flat one, when |r1 − r2| ≤ u ≤ r1 + r2. A triple is a function on `Fin 3`, with `x 0` = r1, `x 1` = r2 and `x 2` = u. The inequalities already force both radii to be nonnegative.

```lean
/-- The triples `(r1, r2, u)` that obey the triangle inequalities. -/
def triangleDomain : Set (Fin 3 → ℝ) := {x | |x 0 - x 1| ≤ x 2 ∧ x 2 ≤ x 0 + x 1}
```

The Hylleraas coordinates are s = r1 + r2, t = r2 − r1 and u, stored as `y 0`, `y 1` and `y 2`. Their domain is |t| ≤ u ≤ s.

```lean
/-- The triples `(s, t, u)` with `|t| ≤ u ≤ s`. -/
def hylleraasDomain : Set (Fin 3 → ℝ) := {y | |y 1| ≤ y 2 ∧ y 2 ≤ y 0}
```

The map between the two descriptions is linear.

```lean
/-- The passage from `(r1, r2, u)` to `(s, t, u)` with `s = r1 + r2` and `t = r2 - r1`. -/
def hylleraasMap (x : Fin 3 → ℝ) : Fin 3 → ℝ := ![x 0 + x 1, x 1 - x 0, x 2]
```

Its partial derivatives form a constant matrix with rows (1, 1, 0), (−1, 1, 0) and (0, 0, 1).

```lean
/-- The linear map given by the matrix of partial derivatives of `(s, t, u)` with respect to
`(r1, r2, u)`. -/
def hylleraasDeriv : (Fin 3 → ℝ) →L[ℝ] (Fin 3 → ℝ) :=
  LinearMap.toContinuousLinearMap (Matrix.toLin' !![1, 1, 0; -1, 1, 0; 0, 0, 1])
```

To tie `interDist` to actual electrons, let x and y for the moment be position vectors in three-dimensional Euclidean space, with the nucleus at the origin and θ the angle between them. Then

‖x − y‖² = ‖x‖² + ‖y‖² − 2 ‖x‖ ‖y‖ cos θ,

and the nonnegative root is the distance. The proof combines the expansion of the squared norm with the definition of the angle.

```lean
/-- The distance between two position vectors is `interDist` of their lengths and the cosine
of the angle between them. -/
theorem norm_sub_eq_interDist (x y : EuclideanSpace ℝ (Fin 3)) :
    ‖x - y‖ = interDist ‖x‖ ‖y‖ (Real.cos (InnerProductGeometry.angle x y)) := by
  have h1 := norm_sub_sq_real x y
  have h2 := InnerProductGeometry.cos_angle_mul_norm_mul_norm x y
  have h3 : ‖x‖ ^ 2 + ‖y‖ ^ 2 - 2 * ‖x‖ * ‖y‖ * Real.cos (InnerProductGeometry.angle x y)
      = ‖x - y‖ ^ 2 := by
    linear_combination -h1 - 2 * h2
  unfold interDist
  rw [h3, Real.sqrt_sq (norm_nonneg _)]
```

From here on x is again the cosine, or a coordinate triple. Inserting the inverted formula into the root gives √(u²), which is u because u ≥ 0.

```lean
/-- For positive radii and `u ≥ 0`, applying `cosAngle` to `u` and then `interDist` to the result
returns `u`. -/
theorem interDist_cosAngle {r1 r2 u : ℝ} (h1 : 0 < r1) (h2 : 0 < r2) (hu : 0 ≤ u) :
    interDist r1 r2 (cosAngle r1 r2 u) = u := by
  have hp : 2 * r1 * r2 ≠ 0 := by positivity
  have h := div_mul_cancel₀ (r1 ^ 2 + r2 ^ 2 - u ^ 2) hp
  have h3 : r1 ^ 2 + r2 ^ 2 - 2 * r1 * r2 * ((r1 ^ 2 + r2 ^ 2 - u ^ 2) / (2 * r1 * r2))
      = u ^ 2 := by
    linear_combination -h
  unfold interDist cosAngle
  rw [h3, Real.sqrt_sq hu]
```

For positive radii, squaring |r1 − r2| ≤ u ≤ r1 + r2 and subtracting from r1² + r2² gives

−2 r1 r2 ≤ r1² + r2² − u² ≤ 2 r1 r2,

so the cosine lies in [−1, 1]. Two distances with the same cosine are equal, since the previous step recovers u from it. Conversely, for any x in [−1, 1],

u² = (r1 − r2)² + 2 r1 r2 (1 − x) = (r1 + r2)² − 2 r1 r2 (1 + x),

which puts u in the required interval. `BijOn` states these three facts together, and the proof takes them in this order.

```lean
/-- At fixed positive radii, the distances from `|r1 - r2|` to `r1 + r2` correspond one to one to
the cosines from `-1` to `1`. -/
theorem cosAngle_bijOn {r1 r2 : ℝ} (h1 : 0 < r1) (h2 : 0 < r2) :
    BijOn (cosAngle r1 r2) (Icc |r1 - r2| (r1 + r2)) (Icc (-1) 1) := by
  have hp : 0 < 2 * r1 * r2 := by positivity
  refine ⟨?_, ?_, ?_⟩
  · rintro u ⟨hl, hr⟩
    have hu : 0 ≤ u := (abs_nonneg _).trans hl
    have ha := pow_le_pow_left₀ (abs_nonneg _) hl 2
    have hb := pow_le_pow_left₀ hu hr 2
    rw [sq_abs] at ha
    unfold cosAngle
    constructor
    · rw [le_div_iff₀ hp]
      nlinarith
    · rw [div_le_iff₀ hp]
      nlinarith
  · intro u hu v hv h
    have h3 := congrArg (interDist r1 r2) h
    rwa [interDist_cosAngle h1 h2 ((abs_nonneg _).trans hu.1),
      interDist_cosAngle h1 h2 ((abs_nonneg _).trans hv.1)] at h3
  · rintro x ⟨hl, hr⟩
    have ha := mul_nonneg hp.le (sub_nonneg.2 hr)
    have hb := mul_nonneg hp.le (neg_le_iff_add_nonneg.1 hl)
    refine ⟨interDist r1 r2 x, ⟨Real.abs_le_sqrt (by nlinarith),
      Real.sqrt_le_iff.2 ⟨by positivity, by nlinarith⟩⟩, ?_⟩
    unfold cosAngle interDist
    rw [Real.sq_sqrt (by nlinarith [sq_nonneg (r1 - r2)]), div_eq_iff hp.ne']
    ring
```

## From the cosine to the distance

Differentiating the inverted formula gives

dx/du = −u / (r1 r2).

The direct derivative du/dx = −r1 r2 / u blows up at u = 0, which occurs when r1 = r2; the inverse has no such trouble. The sign records that x falls as u grows, and the change of variables uses the absolute value:

∫ from −1 to 1 of g(u(x)) dx = 1/(r1 r2) · ∫ from |r1 − r2| to r1 + r2 of u g(u) du.

The real function g is arbitrary; continuity is not assumed. Since Lean assigns the value 0 to the integral of a non-integrable function, the theorem also states that one side is integrable exactly when the other is. In the proof, `hd` is the derivative and `key` matches the integrands point by point.

```lean
/-- Angular integration at fixed positive radii becomes integration over the interelectronic
distance with weight `u / (r1 r2)`, and one integrand is integrable exactly when the other is. -/
theorem angular_integral {r1 r2 : ℝ} (h1 : 0 < r1) (h2 : 0 < r2) (g : ℝ → ℝ) :
    (IntegrableOn (fun x => g (interDist r1 r2 x)) (Icc (-1) 1) ↔
      IntegrableOn (fun u => u * g u) (Icc |r1 - r2| (r1 + r2))) ∧
    ∫ x in (-1)..1, g (interDist r1 r2 x) =
      1 / (r1 * r2) * ∫ u in |r1 - r2|..(r1 + r2), u * g u := by
  have hle : |r1 - r2| ≤ r1 + r2 := abs_le.2 ⟨by linarith, by linarith⟩
  have hbij := cosAngle_bijOn h1 h2
  -- the derivative of the cosine with respect to the distance
  have hd : ∀ u ∈ Icc |r1 - r2| (r1 + r2),
      HasDerivWithinAt (cosAngle r1 r2) (-(u / (r1 * r2))) (Icc |r1 - r2| (r1 + r2)) u := by
    intro u _
    have h := ((hasDerivAt_pow 2 u).const_sub (r1 ^ 2 + r2 ^ 2)).div_const (2 * r1 * r2)
    refine (HasDerivAt.congr_deriv (f := cosAngle r1 r2) h ?_).hasDerivWithinAt
    show -(((2 : ℕ) : ℝ) * u ^ 1) / (2 * r1 * r2) = -(u / (r1 * r2))
    push_cast
    ring
  have key : ∀ u ∈ Icc |r1 - r2| (r1 + r2),
      |-(u / (r1 * r2))| • g (interDist r1 r2 (cosAngle r1 r2 u)) =
        1 / (r1 * r2) * (u * g u) := by
    intro u hu
    have hu0 : 0 ≤ u := (abs_nonneg _).trans hu.1
    rw [interDist_cosAngle h1 h2 hu0, abs_neg, abs_of_nonneg (by positivity), smul_eq_mul]
    ring
  constructor
  · have hc : IsUnit (1 / (r1 * r2)) :=
      (show 1 / (r1 * r2) ≠ 0 by positivity).isUnit
    rw [← hbij.image_eq,
      integrableOn_image_iff_integrableOn_abs_deriv_smul measurableSet_Icc hd hbij.injOn]
    exact (integrableOn_congr_fun key measurableSet_Icc).trans (integrable_const_mul_iff hc _)
  · rw [intervalIntegral.integral_of_le (by norm_num), intervalIntegral.integral_of_le hle,
      ← integral_Icc_eq_integral_Ioc, ← integral_Icc_eq_integral_Ioc, ← hbij.image_eq,
      integral_image_eq_integral_abs_deriv_smul measurableSet_Icc hd hbij.injOn,
      ← MeasureTheory.integral_const_mul]
    exact setIntegral_congr_fun measurableSet_Icc key
```

Multiplying by 8π² r1² r2² cancels one power of each radius and leaves the weight 8π² r1 r2 u for integration over u.

```lean
/-- The weight `8π² r1² r2²` for integration over the cosine becomes the weight
`8π² r1 r2 u` for integration over the distance. -/
theorem radial_weight {r1 r2 : ℝ} (h1 : 0 < r1) (h2 : 0 < r2) (g : ℝ → ℝ) :
    8 * π ^ 2 * r1 ^ 2 * r2 ^ 2 * ∫ x in (-1)..1, g (interDist r1 r2 x) =
      ∫ u in |r1 - r2|..(r1 + r2), 8 * π ^ 2 * r1 * r2 * u * g u := by
  have h : (fun u => 8 * π ^ 2 * r1 * r2 * u * g u) =
      fun u => (8 * π ^ 2 * r1 * r2) * (u * g u) := by
    funext u
    ring
  rw [h, intervalIntegral.integral_const_mul, (angular_integral h1 h2 g).2]
  field_simp
```

For the Coulomb repulsion, g(u) = 1/u and the factor u cancels the singularity:

1/(r1 r2) · (r1 + r2 − |r1 − r2|) = 2 min(r1, r2)/(r1 r2) = 2/max(r1, r2).

With r1 = 1 and r2 = 2 the distance runs from 1 to 3, and the formula gives ½ · 2 = 1. The direct integral of 1/√(5 − 4x) over [−1, 1] is ½(3 − 1) = 1 as well.

The proof replaces u · (1/u) by 1 almost everywhere and then treats the two orderings of the radii separately.

```lean
/-- The Coulomb repulsion `1/u` integrated over the cosine of the angle between the electrons
is `2` divided by the larger radius. -/
theorem coulomb_angular_integral {r1 r2 : ℝ} (h1 : 0 < r1) (h2 : 0 < r2) :
    ∫ x in (-1)..1, 1 / interDist r1 r2 x = 2 / max r1 r2 := by
  have hle : |r1 - r2| ≤ r1 + r2 := abs_le.2 ⟨by linarith, by linarith⟩
  have h : ∫ x in (-1)..1, 1 / interDist r1 r2 x =
      1 / (r1 * r2) * ∫ u in |r1 - r2|..(r1 + r2), u * (1 / u) :=
    (angular_integral h1 h2 (fun u => 1 / u)).2
  -- the factor u cancels the Coulomb singularity
  have h3 : ∫ u in |r1 - r2|..(r1 + r2), u * (1 / u) =
      ∫ _u in |r1 - r2|..(r1 + r2), (1 : ℝ) := by
    refine intervalIntegral.integral_congr_ae (Filter.Eventually.of_forall fun u hu => ?_)
    rw [uIoc_of_le hle] at hu
    exact mul_one_div_cancel (lt_of_le_of_lt (abs_nonneg _) hu.1).ne'
  rw [h, h3, intervalIntegral.integral_const, smul_eq_mul, mul_one]
  rcases le_total r1 r2 with hr | hr
  · rw [max_eq_right hr, abs_of_nonpos (by linarith),
      show r1 + r2 - -(r1 - r2) = 2 * r1 by ring]
    field_simp
  · rw [max_eq_left hr, abs_of_nonneg (by linarith),
      show r1 + r2 - (r1 - r2) = 2 * r2 by ring]
    field_simp
```

## From the radii to s and t

Since |t| = |r1 − r2| and s = r1 + r2, the triangle inequalities become |t| ≤ u ≤ s. The inverse map is

r1 = (s − t)/2, r2 = (s + t)/2,

with u unchanged. The proof uses these formulas to show that every point of the Hylleraas domain is reached.

```lean
/-- The Hylleraas coordinates map the triangle domain one to one onto `|t| ≤ u ≤ s`. -/
theorem hylleraasMap_bijOn : BijOn hylleraasMap triangleDomain hylleraasDomain := by
  refine ⟨?_, ?_, ?_⟩
  · rintro x ⟨h1, h2⟩
    show |x 1 - x 0| ≤ x 2 ∧ x 2 ≤ x 0 + x 1
    exact ⟨by rw [abs_sub_comm]; exact h1, h2⟩
  · intro x _ y _ h
    have h0 : x 0 + x 1 = y 0 + y 1 := congrFun h 0
    have h1 : x 1 - x 0 = y 1 - y 0 := congrFun h 1
    have h2 : x 2 = y 2 := congrFun h 2
    ext i
    fin_cases i
    · show x 0 = y 0
      linarith
    · show x 1 = y 1
      linarith
    · exact h2
  · rintro y ⟨h1, h2⟩
    refine ⟨![(y 0 - y 1) / 2, (y 0 + y 1) / 2, y 2], ⟨?_, ?_⟩, ?_⟩
    · show |(y 0 - y 1) / 2 - (y 0 + y 1) / 2| ≤ y 2
      rw [show (y 0 - y 1) / 2 - (y 0 + y 1) / 2 = -y 1 by ring, abs_neg]
      exact h1
    · show y 2 ≤ (y 0 - y 1) / 2 + (y 0 + y 1) / 2
      linarith
    · ext i
      fin_cases i
      · show (y 0 - y 1) / 2 + (y 0 + y 1) / 2 = y 0
        ring
      · show (y 0 + y 1) / 2 - (y 0 - y 1) / 2 = y 1
        ring
      · rfl
```

The determinant of ∂(s, t, u)/∂(r1, r2, u) is 1 · 1 − 1 · (−1) = 2, so dr1 dr2 du = ½ ds dt du. As the map is linear, it is its own derivative at every point.

```lean
/-- The derivative of `(s, t, u)` with respect to `(r1, r2, u)` is `hylleraasDeriv`, and its
determinant is `2`. -/
theorem hylleraasMap_jacobian (x : Fin 3 → ℝ) :
    HasFDerivAt hylleraasMap hylleraasDeriv x ∧ hylleraasDeriv.det = 2 := by
  constructor
  · have h : hylleraasMap = ⇑hylleraasDeriv := by
      funext y
      show hylleraasMap y = Matrix.toLin' !![1, 1, 0; -1, 1, 0; 0, 0, 1] y
      ext i
      fin_cases i <;>
        simp [hylleraasMap, Matrix.toLin'_apply, Matrix.mulVec, dotProduct,
          Fin.sum_univ_three]
      ring
    rw [h]
    exact hylleraasDeriv.hasFDerivAt
  · show LinearMap.det (Matrix.toLin' !![(1 : ℝ), 1, 0; -1, 1, 0; 0, 0, 1]) = 2
    rw [LinearMap.det_toLin']
    rw [Matrix.det_fin_three]
    show (1 : ℝ) * 1 * 1 - 1 * 0 * 0 - 1 * (-1) * 1 + 1 * 0 * 0 + 0 * (-1) * 0 - 0 * 1 * 0 = 2
    norm_num
```

The remaining ingredient is

s² − t² = (r1 + r2)² − (r2 − r1)² = 4 r1 r2.

Together with the Jacobian factor it gives

8π² r1 r2 u · ½ = π² u (s² − t²).

At r1 = 1, r2 = 2, u = 2, for instance, s = 3 and t = 1. The old weight is 32π², the new one is 16π², and the determinant 2 accounts for the ratio.

The last theorem states this equality under the integral for every real function F of (s, t, u), again with integrability equivalent on the two sides. Both integrals use Lebesgue measure on triples. The weight 8π² r1 r2 u on the left comes from `radial_weight`, which holds at fixed radii; the integration over r1 and r2 that turns it into a triple integral is not formalised here. The proof applies the three-dimensional change of variables to the bijection above, and its `key` is the weight identity multiplied by the determinant. The theorem concerns the measure only: the kinetic energy also requires the derivatives of the wave function to be rewritten in s, t and u.

```lean
/-- The Hylleraas volume element: integrating `F(s, t, u)` with weight `8π² r1 r2 u` over the
triangle domain equals integrating it with weight `π² u (s² - t²)` over `|t| ≤ u ≤ s`, and one
integrand is integrable exactly when the other is. -/
theorem hylleraas_volume_element (F : (Fin 3 → ℝ) → ℝ) :
    (IntegrableOn (fun x => 8 * π ^ 2 * x 0 * x 1 * x 2 * F (hylleraasMap x)) triangleDomain ↔
      IntegrableOn (fun y => π ^ 2 * y 2 * (y 0 ^ 2 - y 1 ^ 2) * F y) hylleraasDomain) ∧
    ∫ x in triangleDomain, 8 * π ^ 2 * x 0 * x 1 * x 2 * F (hylleraasMap x) =
      ∫ y in hylleraasDomain, π ^ 2 * y 2 * (y 0 ^ 2 - y 1 ^ 2) * F y := by
  have hA : IsClosed {x : Fin 3 → ℝ | |x 0 - x 1| ≤ x 2} :=
    isClosed_le (by fun_prop) (by fun_prop)
  have hB : IsClosed {x : Fin 3 → ℝ | x 2 ≤ x 0 + x 1} :=
    isClosed_le (by fun_prop) (by fun_prop)
  have hAB := hA.inter hB
  have hm : MeasurableSet triangleDomain := hAB.measurableSet
  have hd : ∀ x ∈ triangleDomain,
      HasFDerivWithinAt hylleraasMap hylleraasDeriv triangleDomain x :=
    fun x _ => (hylleraasMap_jacobian x).1.hasFDerivWithinAt
  -- s² - t² = 4 r1 r2, and the determinant supplies the remaining factor 2
  have key : ∀ x : Fin 3 → ℝ, |hylleraasDeriv.det| •
      (π ^ 2 * hylleraasMap x 2 * (hylleraasMap x 0 ^ 2 - hylleraasMap x 1 ^ 2) *
        F (hylleraasMap x)) = 8 * π ^ 2 * x 0 * x 1 * x 2 * F (hylleraasMap x) := by
    intro x
    rw [(hylleraasMap_jacobian x).2, abs_of_pos two_pos]
    show 2 * (π ^ 2 * x 2 * ((x 0 + x 1) ^ 2 - (x 1 - x 0) ^ 2) * F (hylleraasMap x)) = _
    ring
  rw [← hylleraasMap_bijOn.image_eq]
  constructor
  · rw [integrableOn_image_iff_integrableOn_abs_det_fderiv_smul volume hm hd
      hylleraasMap_bijOn.injOn]
    simp only [key]
  · rw [integral_image_eq_integral_abs_det_fderiv_smul volume hm hd hylleraasMap_bijOn.injOn]
    simp only [key]

end

end HylleraasCoordinates
```

```lean
#print axioms HylleraasCoordinates.norm_sub_eq_interDist
#print axioms HylleraasCoordinates.radial_weight
#print axioms HylleraasCoordinates.coulomb_angular_integral
#print axioms HylleraasCoordinates.hylleraas_volume_element
```

```
'HylleraasCoordinates.norm_sub_eq_interDist' depends on axioms: [propext, Classical.choice, Quot.sound]
'HylleraasCoordinates.radial_weight' depends on axioms: [propext, Classical.choice, Quot.sound]
'HylleraasCoordinates.coulomb_angular_integral' depends on axioms: [propext, Classical.choice, Quot.sound]
'HylleraasCoordinates.hylleraas_volume_element' depends on axioms: [propext, Classical.choice, Quot.sound]
```

## The weight in a variational calculation

In a Hylleraas calculation for an S state of a two-electron atom, with basis functions e^(−αs) times nonnegative integer powers of s, t and u, the overlap and repulsion integrals reduce to terms of one kind. For α > 0, nonnegative integers a, b, c and b even,

∫₀^∞ ds ∫₀^s du ∫₋ᵤ^u dt e^(−2αs) s^a t^b u^c = 2 (a + b + c + 2)! / [(b + 1)(b + c + 2)(2α)^(a+b+c+3)],

and for odd b the integral vanishes. A program can evaluate this closed form directly. For integrands even in t, the same integrals can be taken over t from 0 to u only, with the doubled weight 2π² u (s² − t²); a constant factor common to all the integrals cancels in the energy.

For the single function e^(−αs), the formula gives the norm integral π²/α⁶. The repulsion integral, where 1/u cancels the u in the weight, is 5π²/(8α⁵). Their ratio is the repulsion energy 5α/8 in atomic units.
